# Reversing one bond's sign on a four-site ring lowers the energy of two free spinless fermions

A magnetic field acting on the orbital motion of a single spinless particle cannot lower its ground energy below the zero-field value; on a lattice, this holds if all zero-field hopping amplitudes in the Hamiltonian are real and none is positive. One may ask whether the same is true for several fermions. For two noninteracting spinless fermions on a uniform four-site ring it is not: reversing the sign of one bond, which for particles of charge $\pm e$ corresponds to half of the flux quantum $h/e$ through the ring, lowers their ground energy from $-2$ to $-2\sqrt2$ in units of the hopping strength.

```lean
import Mathlib

open Matrix ComplexConjugate

namespace FourSiteRingFlux

/-- Hopping matrix of a four-site ring: three bonds have amplitude `-1`, and the bond that
closes the ring has amplitude `-w`. -/
def hopRing (w : ℂ) : Matrix (Fin 4) (Fin 4) ℂ :=
  !![0, -1, 0, -conj w; -1, 0, -1, 0; 0, -1, 0, -1; -w, 0, -1, 0]

/-- Energy levels of one particle with hopping matrix `T`. -/
def oneLevels (T : Matrix (Fin 4) (Fin 4) ℂ) : Set ℝ :=
  {E | ∃ v : Fin 4 → ℂ, v ≠ 0 ∧ T *ᵥ v = (E : ℂ) • v}

/-- Energy levels of two noninteracting spinless fermions: the wavefunction `ψ i j` is
antisymmetric, and `T` acts on each of the two particles. -/
def pairLevels (T : Matrix (Fin 4) (Fin 4) ℂ) : Set ℝ :=
  {E | ∃ ψ : Matrix (Fin 4) (Fin 4) ℂ, ψ ≠ 0 ∧ ψᵀ = -ψ ∧ T * ψ + ψ * Tᵀ = (E : ℂ) • ψ}

/-- The antisymmetric wavefunction with amplitudes `p, q, r, u` on the neighbouring pairs
01, 12, 23, 03 and `x, y` on the diagonal pairs 02, 13. -/
def pairState (p q r u x y : ℂ) : Matrix (Fin 4) (Fin 4) ℂ :=
  !![0, p, x, u; -p, 0, q, y; -x, -q, 0, r; -u, -y, -r, 0]

/-- The two-fermion Hamiltonian turns neighbouring pairs into diagonal pairs and vice versa. -/
theorem pair_hamiltonian (w p q r u x y : ℂ) :
    hopRing w * pairState p q r u x y + pairState p q r u x y * (hopRing w)ᵀ =
      pairState (-x + conj w * y) (-x - y) (-y + w * x) (-y - x)
        (-q + conj w * r - p - u) (-u - r + w * p - q) := by
  ext i j
  simp only [Matrix.add_apply, Matrix.mul_apply, Matrix.transpose_apply, Fin.sum_univ_four]
  fin_cases i <;> fin_cases j <;> simp [hopRing, pairState] <;> ring

/-- For every complex `w`, the numbers `1 - w` and `1 - conj w` have product `|1 - w|²`. -/
theorem flux_coupling (w : ℂ) :
    (1 - w) * (1 - conj w) = ((‖1 - w‖ : ℝ) : ℂ) ^ 2 := by
  have h : (1 - w) * conj (1 - w) = ((‖1 - w‖ : ℝ) : ℂ) ^ 2 := by
    rw [Complex.mul_conj, Complex.normSq_eq_norm_sq, Complex.ofReal_pow]
  simpa only [map_sub, map_one] using h

/-- For `|w| = 1`, every two-fermion level `E` is zero or satisfies
`(E² - 4)² = 4 |1 - w|²`. -/
theorem pair_level_eq {w : ℂ} (hw : ‖w‖ = 1) {E : ℝ} (hE : E ∈ pairLevels (hopRing w)) :
    E = 0 ∨ (E ^ 2 - 4) ^ 2 = 4 * ‖1 - w‖ ^ 2 := by
  obtain ⟨ψ, hψ, hs, h⟩ := hE
  -- an antisymmetric wavefunction has six independent amplitudes
  obtain ⟨p, q, r, u, x, y, rfl⟩ : ∃ p q r u x y, ψ = pairState p q r u x y := by
    have s : ∀ i j, ψ j i = -ψ i j := fun i j => congrFun (congrFun hs i) j
    have z : ∀ i, ψ i i = 0 := fun i => by linear_combination (s i i) / 2
    refine ⟨ψ 0 1, ψ 1 2, ψ 2 3, ψ 0 3, ψ 0 2, ψ 1 3, ?_⟩
    ext i j
    fin_cases i <;> fin_cases j <;>
      simp [pairState, z, s 0 1, s 0 2, s 0 3, s 1 2, s 1 3, s 2 3]
  rw [pair_hamiltonian] at h
  have e01 : -x + conj w * y = E * p := by simpa [pairState] using congrFun (congrFun h 0) 1
  have e12 : -x - y = E * q := by simpa [pairState] using congrFun (congrFun h 1) 2
  have e23 : -y + w * x = E * r := by simpa [pairState] using congrFun (congrFun h 2) 3
  have e03 : -y - x = E * u := by simpa [pairState] using congrFun (congrFun h 0) 3
  have e02 : -q + conj w * r - p - u = E * x := by
    simpa [pairState] using congrFun (congrFun h 0) 2
  have e13 : -u - r + w * p - q = E * y := by
    simpa [pairState] using congrFun (congrFun h 1) 3
  by_cases h0 : E = 0
  · exact Or.inl h0
  right
  have cancel : ∀ t : ℂ, E * t = 0 → t = 0 := fun t ht =>
    (mul_eq_zero.mp ht).resolve_left (by exact_mod_cast h0)
  have hxy : x ≠ 0 ∨ y ≠ 0 := by
    by_contra hne
    simp only [ne_eq, not_or, not_not] at hne
    obtain ⟨rfl, rfl⟩ := hne
    have hp := cancel p (by linear_combination -e01)
    have hq := cancel q (by linear_combination -e12)
    have hr := cancel r (by linear_combination -e23)
    have hu := cancel u (by linear_combination -e03)
    apply hψ
    ext i j
    fin_cases i <;> fin_cases j <;> simp [pairState, hp, hq, hr, hu]
  have nw : w * conj w = 1 := by
    rw [Complex.mul_conj, Complex.normSq_eq_norm_sq, hw]
    norm_num
  -- eliminate the neighbouring pairs
  have hx : (E : ℂ) ^ 2 * x = 4 * x + 2 * (1 - conj w) * y := by
    linear_combination (-(E : ℂ)) * e02 + e12 - conj w * e23 + e01 + e03 + x * nw
  have hy : (E : ℂ) ^ 2 * y = 4 * y + 2 * (1 - w) * x := by
    linear_combination (-(E : ℂ)) * e13 + e03 + e23 - w * e01 + e12 + y * nw
  have K := flux_coupling w
  have key : ((E : ℂ) ^ 2 - 4) ^ 2 - 4 * ((‖1 - w‖ : ℝ) : ℂ) ^ 2 = 0 := by
    rcases hxy with h1 | h1 <;> refine (mul_eq_zero.mp ?_).resolve_right h1
    · linear_combination ((E : ℂ) ^ 2 - 4) * hx + 2 * (1 - conj w) * hy + 4 * x * K
    · linear_combination ((E : ℂ) ^ 2 - 4) * hy + 2 * (1 - w) * hx + 4 * y * K
  exact_mod_cast sub_eq_zero.mp key

/-- For `|w| = 1`, each real `E` with `E² = 4 + 2 |1 - w|` is a two-fermion level. -/
theorem pair_level_mem {w : ℂ} (hw : ‖w‖ = 1) {E : ℝ} (hE : E ^ 2 = 4 + 2 * ‖1 - w‖) :
    E ∈ pairLevels (hopRing w) := by
  -- amplitudes on the two diagonal pairs
  obtain ⟨x, y, hxy, h1, h2⟩ : ∃ x y : ℂ, (x ≠ 0 ∨ y ≠ 0) ∧
      (1 - conj w) * y = ((‖1 - w‖ : ℝ) : ℂ) * x ∧
      (1 - w) * x = ((‖1 - w‖ : ℝ) : ℂ) * y := by
    by_cases h : w = 1
    · subst h
      exact ⟨1, 0, Or.inl one_ne_zero, by simp, by simp⟩
    · exact ⟨1 - conj w, ((‖1 - w‖ : ℝ) : ℂ), Or.inr (Complex.ofReal_ne_zero.mpr
        (norm_ne_zero_iff.mpr (sub_ne_zero.mpr (Ne.symm h)))), mul_comm _ _,
        by linear_combination flux_coupling w⟩
  have hEc : (E : ℂ) ^ 2 = 4 + 2 * ((‖1 - w‖ : ℝ) : ℂ) := by exact_mod_cast hE
  have h0 : (E : ℂ) ≠ 0 := by
    have : E ≠ 0 := by
      rintro rfl
      linarith [norm_nonneg (1 - w)]
    exact_mod_cast this
  have nw : w * conj w = 1 := by
    rw [Complex.mul_conj, Complex.normSq_eq_norm_sq, hw]
    norm_num
  refine ⟨pairState (-x + conj w * y) (-x - y) (-y + w * x) (-y - x) (E * x) (E * y),
    ?_, ?_, ?_⟩
  · intro hz
    have zx : (E : ℂ) * x = 0 := congrFun (congrFun hz 0) 2
    have zy : (E : ℂ) * y = 0 := congrFun (congrFun hz 1) 3
    exact hxy.elim (fun h => mul_ne_zero h0 h zx) (fun h => mul_ne_zero h0 h zy)
  · ext i j
    fin_cases i <;> fin_cases j <;> simp [pairState] <;> ring
  · have hX : -(-x - y) + conj w * (-y + w * x) - (-x + conj w * y) - (-y - x)
        = E * (E * x) := by linear_combination x * nw + 2 * h1 - x * hEc
    have hY : -(-y - x) - (-y + w * x) + w * (-x + conj w * y) - (-x - y)
        = E * (E * y) := by linear_combination y * nw + 2 * h2 - y * hEc
    rw [pair_hamiltonian, hX, hY]
    ext i j
    fin_cases i <;> fin_cases j <;> simp [pairState] <;> ring

/-- For `|w| = 1`, the ground energy of two spinless fermions on the ring is
`-√(4 + 2 |1 - w|)`. -/
theorem pair_ground_energy {w : ℂ} (hw : ‖w‖ = 1) :
    IsLeast (pairLevels (hopRing w)) (-√(4 + 2 * ‖1 - w‖)) := by
  refine ⟨pair_level_mem hw (by rw [neg_sq, Real.sq_sqrt (by positivity)]), fun E hE => ?_⟩
  have hN := norm_nonneg (1 - w)
  rcases pair_level_eq hw hE with h | h
  · rw [h]
    exact neg_nonpos.mpr (Real.sqrt_nonneg _)
  · have h2 : E ^ 2 - 4 ≤ 2 * ‖1 - w‖ := by nlinarith
    exact (abs_le.mp (Real.abs_le_sqrt (by linarith))).1

/-- For `|w| = 1`, no one-particle level lies below `-2`. -/
theorem one_level_lower_bound {w : ℂ} (hw : ‖w‖ = 1) {E : ℝ}
    (hE : E ∈ oneLevels (hopRing w)) : -2 ≤ E := by
  obtain ⟨v, hv, h⟩ := hE
  -- the triangle inequality removes the phases
  have tri : ∀ s t f g z : ℂ, ‖s‖ = 1 → ‖t‖ = 1 → s * f + t * g = E * z →
      |E| * ‖z‖ ≤ ‖f‖ + ‖g‖ := by
    intro s t f g z hs ht hz
    have hn := norm_add_le (s * f) (t * g)
    rwa [hz, norm_mul, norm_mul, norm_mul, hs, ht, Complex.norm_real, Real.norm_eq_abs,
      one_mul, one_mul] at hn
  have n0 := tri (-1) (-conj w) (v 1) (v 3) (v 0) (by simp) (by simpa using hw) (by
    simpa [hopRing, Matrix.mulVec, dotProduct, Fin.sum_univ_four] using congrFun h 0)
  have n1 := tri (-1) (-1) (v 0) (v 2) (v 1) (by simp) (by simp) (by
    simpa [hopRing, Matrix.mulVec, dotProduct, Fin.sum_univ_four] using congrFun h 1)
  have n2 := tri (-1) (-1) (v 1) (v 3) (v 2) (by simp) (by simp) (by
    simpa [hopRing, Matrix.mulVec, dotProduct, Fin.sum_univ_four] using congrFun h 2)
  have n3 := tri (-w) (-1) (v 0) (v 2) (v 3) (by simpa using hw) (by simp) (by
    simpa [hopRing, Matrix.mulVec, dotProduct, Fin.sum_univ_four] using congrFun h 3)
  obtain ⟨i, hi⟩ := Function.ne_iff.mp hv
  have hS : 0 < ∑ i, ‖v i‖ :=
    Finset.sum_pos' (fun i _ => norm_nonneg _) ⟨i, Finset.mem_univ i, norm_pos_iff.mpr hi⟩
  have hle : |E| * ∑ i, ‖v i‖ ≤ 2 * ∑ i, ‖v i‖ := by
    rw [Fin.sum_univ_four]
    linarith
  exact (abs_le.mp (le_of_mul_le_mul_right hle hS)).1

/-- The uniform ring has one-particle ground energy `-2`, and no phase `w` of modulus one gives
a lower one-particle level. Reversing one bond's sign lowers the two-fermion ground energy
from `-2` to `-2√2`. -/
theorem diamagnetic_inequality_fails_for_two_fermions :
    (IsLeast (oneLevels (hopRing 1)) (-2) ∧
      ∀ w : ℂ, ‖w‖ = 1 → ∀ E ∈ oneLevels (hopRing w), -2 ≤ E) ∧
    IsLeast (pairLevels (hopRing 1)) (-2) ∧
    IsLeast (pairLevels (hopRing (-1))) (-(2 * √2)) ∧ -(2 * √2) < (-2 : ℝ) := by
  refine ⟨⟨⟨?_, fun E hE => one_level_lower_bound (by simp) hE⟩,
    fun w hw E hE => one_level_lower_bound hw hE⟩, ?_, ?_, ?_⟩
  · -- the constant orbital has energy -2
    refine ⟨fun _ => 1, fun h => one_ne_zero (congrFun h 0), ?_⟩
    ext i
    fin_cases i <;>
      simp [hopRing, Matrix.mulVec, dotProduct, Fin.sum_univ_four] <;> norm_num
  · have h := pair_ground_energy (w := 1) (by simp)
    rwa [sub_self, norm_zero, show (4 + 2 * 0 : ℝ) = 2 ^ 2 by norm_num,
      Real.sqrt_sq (by norm_num)] at h
  · have h := pair_ground_energy (w := -1) (by simp)
    rwa [show (1 : ℂ) - -1 = 2 by norm_num, show ‖(2 : ℂ)‖ = 2 by simp,
      show (4 + 2 * 2 : ℝ) = 2 ^ 2 * 2 by norm_num, Real.sqrt_mul (by norm_num),
      Real.sqrt_sq (by norm_num)] at h
  · nlinarith [Real.sq_sqrt (show (0 : ℝ) ≤ 2 by norm_num), Real.sqrt_nonneg 2]

end FourSiteRingFlux
```

```lean
#print axioms FourSiteRingFlux.diamagnetic_inequality_fails_for_two_fermions
```

```
'FourSiteRingFlux.diamagnetic_inequality_fails_for_two_fermions' depends on axioms: [propext, Classical.choice, Quot.sound]
```

## The ring, its flux and its energy levels

The sites are numbered 0 to 3. In `hopRing w`, the bonds 01, 12 and 23 have amplitude $-1$. The bond between 3 and 0 has amplitude $-w$ for the hop from 0 to 3, and $-\bar w$ for the return. The matrix is therefore Hermitian. With $|w|=1$, write $w=e^{i\varphi}$: then $\varphi$ is the phase collected on a trip around the ring, $w=1$ is the uniform ring, and $w=-1$ is the ring with one sign reversed.

Reading $\varphi$ as magnetic flux is the Peierls substitution, a physical step that the hypotheses do not contain. By the usual gauge argument, phases spread over all four bonds can be shifted onto one, so a single $w$ is enough to describe the flux.

The set `oneLevels T` contains the real $E$ for which $Tv=Ev$ has a nonzero solution $v$. For two fermions, the wavefunction is a nonzero antisymmetric matrix $\psi_{ij}$, and `pairLevels T` contains the real $E$ with

$$T\psi+\psi T^{\mathsf T}=E\psi .$$

The first term moves the first particle and the second term moves the second. There is no interaction and no spin. `IsLeast` says that a number is a level and that no level lies below it, which is what ground energy means here.

The theorem `pair_ground_energy` gives the two-fermion ground energy for every $|w|=1$:

$$E_0(w)=-\sqrt{4+2|1-w|}.$$

The final theorem compares the two cases. One particle on the uniform ring has ground energy $-2$, and no $w$ of modulus one gives it a lower level. This is the diamagnetic inequality for this ring alone. Two fermions have ground energy $-2$ at $w=1$ and $-2\sqrt2$ at $w=-1$.

## Two fermions: from six amplitudes to two

An antisymmetric $\psi$ has six independent amplitudes. Call them $p,q,r,u$ on the neighbouring pairs 01, 12, 23, 03, and $x,y$ on the diagonal pairs 02, 13; the letter $u$ has nothing to do with a Hubbard interaction. Moving one particle by one site turns a neighbouring pair into a diagonal pair and vice versa, so the eigenvalue equation reads

$$Ep=-x+\bar w y,\quad Eq=-x-y,\quad Er=-y+wx,\quad Eu=-y-x,$$

$$Ex=-q+\bar w r-p-u,\qquad Ey=-u-r+wp-q .$$

Multiply the last two equations by $E$ and insert the first four. With $w\bar w=1$ this gives

$$(E^2-4)x=2(1-\bar w)y,\qquad (E^2-4)y=2(1-w)x .$$

Applying one relation after the other yields $(E^2-4)^2x=4|1-w|^2x$, and the same for $y$. If $E\neq0$, then $x$ and $y$ cannot both vanish, since the first four equations would make all six amplitudes zero. Hence either $E=0$ or

$$(E^2-4)^2=4|1-w|^2 .$$

In both cases $E^2\le 4+2|1-w|$, so no level lies below $E_0(w)$.

To reach this bound, choose $x,y$, not both zero, with

$$(1-\bar w)y=|1-w|x,\qquad (1-w)x=|1-w|y .$$

For $w\ne1$, take $x=1-\bar w$ and $y=|1-w|$; for $w=1$, take $x=1$ and $y=0$. Put $Ex$ and $Ey$ on the diagonal pairs and the right-hand sides of the first four equations on the neighbouring pairs. This solves the eigenvalue equation whenever $E^2=4+2|1-w|$. To normalise the state to $\sum_{i<j}|\psi_{ij}|^2=1$, divide it by $2|E||1-w|$ if $w\neq1$, and by $2\sqrt2$ if $w=1$.

In Lean, `pair_hamiltonian` establishes the six-amplitude form by checking all sixteen matrix entries. `pair_level_eq` reads off the six equations and eliminates the neighbouring pairs with `linear_combination`, using `flux_coupling` for $(1-w)(1-\bar w)=|1-w|^2$. `pair_level_mem` checks the explicit state, and `pair_ground_energy` combines the two results.

## One particle: the triangle inequality

Each site equation has the form $Ev_i=sv_{i-1}+tv_{i+1}$, with indices taken around the ring and $|s|=|t|=1$. Taking absolute values removes the phases:

$$|E||v_i|\le|v_{i-1}|+|v_{i+1}| .$$

Summed over the sites, each $|v_j|$ appears twice on the right, so $|E|\sum_i|v_i|\le2\sum_i|v_i|$. The sum is positive because $v\neq0$, hence $|E|\le2$ and $E\ge-2$. In `one_level_lower_bound`, `tri` is the inequality at one site and `n0` to `n3` are its four instances. At $w=1$ the constant orbital, with normalised amplitude $1/2$ on each site, reaches $-2$.

## What the second fermion changes

The plane-wave solution, which the Lean proof does not use, shows where the energy goes. The uniform ring has orbital energies $-2,0,0,2$; with one sign reversed they are $-\sqrt2,-\sqrt2,\sqrt2,\sqrt2$. The lowest orbital rises, consistent with the one-particle bound, which forbids it to fall, but the second falls from $0$ to $-\sqrt2$. The Pauli principle makes two fermions fill both, and the sum drops from $-2$ to $-2\sqrt2$.

For electronic structure in a magnetic field, this finite, noninteracting and spinless example shows that a one-particle diamagnetic bound does not by itself rule out a lowering of the many-fermion ground energy.
